# Koopmans eigenvalues as denominators for linearly independent NEVPT2 perturbers

Take a finite set of perturber functions \(\Phi_\mu\) that share the same inactive and virtual orbital labels and differ in their active part. Their overlap matrix is \(S_{\mu\nu}=\langle\Phi_\mu|\Phi_\nu\rangle\). The Koopmans matrix \(K\) represents the active-space Hamiltonian, measured from the reference energy, in the same functions. The real number \(\varepsilon\) is the sum of the virtual minus the inactive orbital energies involved, and \(b_\mu=\langle\Phi_\mu|V|\Psi_0\rangle\) couples the perturbers to the reference state \(\Psi_0\) through the perturbation \(V\).

A star denotes the conjugate transpose. \(S\) is positive definite, which means that the perturbers are linearly independent, and \(K\) is Hermitian. With a zeroth-order Hamiltonian of Dyall type, \(K+\varepsilon S\) represents \(H_0-E_0\) on these functions.

## One sum for the inverse and the energy

There are an invertible matrix \(C\) and real numbers \(\lambda_k\) with

\[
C^*SC=1,\qquad C^*KC=\operatorname{diag}(\lambda_k).
\]

If no \(\lambda_k+\varepsilon\) is zero, then \(K+\varepsilon S\) is invertible and

\[
b^*(K+\varepsilon S)^{-1}b=\sum_k\frac{|(C^*b)_k|^2}{\lambda_k+\varepsilon}.
\]

If every \(\lambda_k+\varepsilon\) is positive, minus this sum is the minimum over amplitudes \(x\) of the Hylleraas functional

\[
F(x)=x^*(K+\varepsilon S)x+2\operatorname{Re}(x^*b).
\]

If the \(\Phi_\mu\) span all partially contracted perturber functions with the given inactive and virtual labels, this minimum is the contribution of those labels to the partially contracted second-order energy.

## One eigenproblem for many orbital shifts

A code obtains \(C\) and \(\lambda\) from the generalised eigenproblem \(Kc=\lambda Sc\), for example with `scipy.linalg.eigh(K, S)`, whose default normalisation is \(C^*SC=1\). Where several combinations of inactive and virtual orbitals share the same \(S\) and \(K\), one decomposition serves them all. A repeated label, as when two electrons enter the same virtual orbital, can change these matrices and then calls for a separate decomposition. Each combination then needs its own \(b\), the product \(C^*b\) and a sum of quotients, with no further linear solve.

A small test case is

\[
S=\begin{pmatrix}1&1\\1&2\end{pmatrix},\quad
K=\begin{pmatrix}1&1\\1&4\end{pmatrix},\quad
C=\begin{pmatrix}1&-1\\0&1\end{pmatrix},\quad
\lambda=(1,3).
\]

For \(\varepsilon=0\) and \(b=(1,0)\), the projected coupling is \(C^*b=(1,-1)\) and the sum is \(1+\tfrac13=\tfrac43\), which is also the upper left element of \(K^{-1}\).

## From overlapping perturbers to separate modes

Write \(S=U\operatorname{diag}(s_i)U^*\) with \(U\) unitary and all \(s_i>0\). Then \(X=U\operatorname{diag}(s_i^{-1/2})\) satisfies \(X^*SX=1\). The matrix \(X^*KX\) is Hermitian, so a unitary \(W\) brings it to \(\operatorname{diag}(\lambda_k)\) with real \(\lambda_k\). Put \(C=XW\). Then

\[
C^*SC=W^*W=1,\qquad C^*KC=W^*(X^*KX)W=\operatorname{diag}(\lambda_k).
\]

The first relation also shows that \(C\) is invertible, with inverse \(C^*S\).

Let \(d_k=\lambda_k+\varepsilon\) and \(D=\operatorname{diag}(d_k)\). Adding \(\varepsilon\) times the first relation to the second gives \(C^*(K+\varepsilon S)C=D\). If no \(d_k\) vanishes, it follows that

\[
(K+\varepsilon S)^{-1}=CD^{-1}C^*.
\]

With \(\beta=C^*b\), and hence \(b^*C=\beta^*\), the quadratic form is \(\beta^*D^{-1}\beta=\sum_k|\beta_k|^2/d_k\).

For the functional, set \(x=Cy\). Then

\[
F(Cy)=\sum_k\left(d_k|y_k|^2+2\operatorname{Re}(\overline{y_k}\beta_k)\right)
=\sum_k\left(d_k\left|y_k+\frac{\beta_k}{d_k}\right|^2-\frac{|\beta_k|^2}{d_k}\right).
\]

When all \(d_k>0\), the squares are non-negative and vanish at \(y_k=-\beta_k/d_k\). Every \(x\) has the form \(Cy\), with \(y=C^*Sx\), so this is the minimum over all amplitudes.

The same algebra gives the squared norm of the first-order function. Its amplitudes are \(x=-CD^{-1}\beta\), and \(C^*SC=1\) yields \(x^*Sx=\sum_k|\beta_k|^2/d_k^2\). This companion formula is derived here by hand only.

## The Lean source

In the file, `exists_unitary_diagonal` puts the spectral theorem into the form \(U^*AU=\operatorname{diag}\), and `exists_koopmansBasis` applies it twice, first to \(S\) and then to \(X^*KX\). `shifted_diagonal` adds \(\varepsilon\) times the overlap relation to the relation for \(K\). `shifted_mul_resolvent` verifies the inverse; its use of `mul_eq_one_comm` turns a one-sided inverse of a square matrix into a two-sided one. `diagonal_form` evaluates \(\beta^*D^{-1}\beta\), and `koopmans_denominators` assembles the identity.

`hylleraas_modes` separates the functional. In `hylleraas_isLeast`, the local statement `sq` completes the square by expanding real and imaginary parts. The two halves of the proof then supply the minimising amplitudes and the lower bound. `isKoopmansBasis_witness` checks the two-perturber example entry by entry.

```lean
import Mathlib

open Matrix
open scoped ComplexOrder

namespace NEVPT2Koopmans

noncomputable section

variable {n : Type*} [Fintype n] [DecidableEq n]

/-- The columns of `C` are Koopmans modes with energies `lam`: they are orthonormal in the
overlap metric `S` and diagonalise the Koopmans matrix `K`. -/
structure IsKoopmansBasis (S K C : Matrix n n ℂ) (lam : n → ℝ) : Prop where
  orth : Cᴴ * S * C = 1
  diag : Cᴴ * K * C = diagonal (fun k => (lam k : ℂ))

/-- The zeroth-order matrix `K + ε S` of a perturber class, with `ε` the real energy shift
from the inactive and virtual orbitals. -/
def shifted (S K : Matrix n n ℂ) (ε : ℝ) : Matrix n n ℂ := K + (ε : ℂ) • S

/-- The Hylleraas functional `Re(x*(K + ε S)x) + 2 Re(x*b)` of the first-order amplitudes `x`, with
`b` the coupling of the perturbers to the reference state. -/
def hylleraas (S K : Matrix n n ℂ) (ε : ℝ) (b x : n → ℂ) : ℝ :=
  (star x ⬝ᵥ shifted S K ε *ᵥ x).re + 2 * (star x ⬝ᵥ b).re

/-- A Hermitian matrix is brought to the diagonal of its eigenvalues by a unitary matrix. -/
theorem exists_unitary_diagonal {A : Matrix n n ℂ} (hA : A.IsHermitian) :
    ∃ U : Matrix n n ℂ, Uᴴ * U = 1 ∧
      Uᴴ * A * U = diagonal (fun i => (hA.eigenvalues i : ℂ)) := by
  have key : ∀ U D : Matrix n n ℂ, Uᴴ * U = 1 → A = U * D * Uᴴ → Uᴴ * A * U = D := by
    intro U D hU h
    calc Uᴴ * A * U = Uᴴ * (U * D * Uᴴ) * U := congrArg (fun M => Uᴴ * M * U) h
      _ = (Uᴴ * U) * D * (Uᴴ * U) := by simp only [Matrix.mul_assoc]
      _ = D := by rw [hU, one_mul, mul_one]
  have hU : (hA.eigenvectorUnitary : Matrix n n ℂ)ᴴ *
      (hA.eigenvectorUnitary : Matrix n n ℂ) = 1 :=
    Matrix.mem_unitaryGroup_iff'.mp hA.eigenvectorUnitary.2
  have h := hA.spectral_theorem
  rw [Unitary.conjStarAlgAut_apply] at h
  exact ⟨_, hU, key _ _ hU h⟩

/-- A positive definite overlap matrix and a Hermitian Koopmans matrix possess a common
basis of Koopmans modes with real energies. -/
theorem exists_koopmansBasis {S K : Matrix n n ℂ} (hS : S.PosDef) (hK : K.IsHermitian) :
    ∃ (C : Matrix n n ℂ) (lam : n → ℝ), IsKoopmansBasis S K C lam := by
  obtain ⟨U, -, hd⟩ := exists_unitary_diagonal hS.isHermitian
  have hpos : ∀ i, 0 < hS.isHermitian.eigenvalues i := hS.eigenvalues_pos
  have hq : ∀ s e : ℝ, s ≠ 0 → s * s = e → s⁻¹ * e * s⁻¹ = 1 := by
    rintro s _ hs rfl
    field_simp
  -- orthonormalise the perturbers: X = U s^(-1/2)
  obtain ⟨R, hRdef⟩ : ∃ R : Matrix n n ℂ, R = diagonal
      (fun i => (((Real.sqrt (hS.isHermitian.eigenvalues i))⁻¹ : ℝ) : ℂ)) := ⟨_, rfl⟩
  have hR : Rᴴ = R := by
    rw [hRdef, diagonal_conjTranspose]
    congr 1
    funext i
    exact Complex.conj_ofReal _
  obtain ⟨X, hX⟩ : ∃ X : Matrix n n ℂ, Xᴴ * S * X = 1 := by
    refine ⟨U * R, ?_⟩
    calc (U * R)ᴴ * S * (U * R) = R * (Uᴴ * S * U) * R := by
          rw [conjTranspose_mul, hR]
          simp only [Matrix.mul_assoc]
      _ = 1 := by
          rw [hd, hRdef, diagonal_mul_diagonal, diagonal_mul_diagonal, ← diagonal_one]
          congr 1
          funext i
          exact_mod_cast hq _ _ (Real.sqrt_pos.2 (hpos i)).ne'
            (Real.mul_self_sqrt (hpos i).le)
  -- diagonalise the Koopmans matrix in the orthonormal basis
  have hH : (Xᴴ * K * X).IsHermitian := by
    change (Xᴴ * K * X)ᴴ = Xᴴ * K * X
    rw [conjTranspose_mul, conjTranspose_mul, conjTranspose_conjTranspose, hK.eq,
      Matrix.mul_assoc]
  obtain ⟨V, hV, hVd⟩ := exists_unitary_diagonal hH
  have hc : ∀ A : Matrix n n ℂ, (X * V)ᴴ * A * (X * V) = Vᴴ * (Xᴴ * A * X) * V := by
    intro A
    rw [conjTranspose_mul]
    simp only [Matrix.mul_assoc]
  refine ⟨X * V, hH.eigenvalues, ?_, ?_⟩
  · rw [hc, hX, mul_one, hV]
  · rw [hc, hVd]

/-- In a Koopmans basis the matrix `K + ε S` is diagonal with entries `lam k + ε`. -/
theorem shifted_diagonal {S K C : Matrix n n ℂ} {lam : n → ℝ}
    (h : IsKoopmansBasis S K C lam) (ε : ℝ) :
    Cᴴ * shifted S K ε * C = diagonal (fun k => ((lam k + ε : ℝ) : ℂ)) := by
  rw [shifted, Matrix.mul_add, Matrix.add_mul, h.diag, Matrix.mul_smul, Matrix.smul_mul,
    h.orth]
  ext i j
  by_cases hij : i = j
  · subst hij
    simp
  · simp [hij]

/-- If no denominator `lam k + ε` vanishes, `K + ε S` is inverted by the sum over Koopmans
modes weighted with the reciprocal denominators. -/
theorem shifted_mul_resolvent {S K C : Matrix n n ℂ} {lam : n → ℝ}
    (h : IsKoopmansBasis S K C lam) {ε : ℝ} (hε : ∀ k, lam k + ε ≠ 0) :
    shifted S K ε * (C * diagonal (fun k => (((lam k + ε)⁻¹ : ℝ) : ℂ)) * Cᴴ) = 1 := by
  have h1 : Cᴴ * (shifted S K ε * C *
      diagonal (fun k => (((lam k + ε)⁻¹ : ℝ) : ℂ))) = 1 := by
    rw [← Matrix.mul_assoc, ← Matrix.mul_assoc, shifted_diagonal h, diagonal_mul_diagonal,
      ← diagonal_one]
    congr 1
    funext k
    exact_mod_cast mul_inv_cancel₀ (hε k)
  have h2 := mul_eq_one_comm.mp h1
  simpa only [Matrix.mul_assoc] using h2

/-- The quadratic form of a real diagonal matrix is the weighted sum of the squared moduli
of the amplitudes. -/
theorem diagonal_form (d : n → ℝ) (y : n → ℂ) :
    star y ⬝ᵥ diagonal (fun k => (d k : ℂ)) *ᵥ y = ((∑ k, d k * ‖y k‖ ^ 2 : ℝ) : ℂ) := by
  rw [dotProduct, Complex.ofReal_sum]
  refine Finset.sum_congr rfl fun k _ => ?_
  have hk : star (y k) * y k = ((‖y k‖ ^ 2 : ℝ) : ℂ) := by
    rw [← Complex.normSq_eq_norm_sq]
    exact Complex.normSq_eq_conj_mul_self.symm
  rw [mulVec_diagonal, Pi.star_apply, Complex.ofReal_mul]
  linear_combination (d k : ℂ) * hk

/-- For positive definite `S` and Hermitian `K` there are Koopmans modes `C` with real
energies `lam` such that, whenever no `lam k + ε` vanishes, `K + ε S` is invertible and
`b*(K + ε S)⁻¹b` is the sum of `|(C*b)_k|² / (lam k + ε)`. -/
theorem koopmans_denominators {S K : Matrix n n ℂ} (hS : S.PosDef) (hK : K.IsHermitian) :
    ∃ (C : Matrix n n ℂ) (lam : n → ℝ), IsUnit C ∧ IsKoopmansBasis S K C lam ∧
      ∀ (ε : ℝ) (b : n → ℂ), (∀ k, lam k + ε ≠ 0) →
        IsUnit (shifted S K ε) ∧
        star b ⬝ᵥ (shifted S K ε)⁻¹ *ᵥ b =
          ((∑ k, ‖(Cᴴ *ᵥ b) k‖ ^ 2 / (lam k + ε) : ℝ) : ℂ) := by
  obtain ⟨C, lam, h⟩ := exists_koopmansBasis hS hK
  refine ⟨C, lam, ⟨⟨C, Cᴴ * S, mul_eq_one_comm.mp h.orth, h.orth⟩, rfl⟩, h, ?_⟩
  intro ε b hε
  have hinv := shifted_mul_resolvent h hε
  refine ⟨⟨⟨_, _, hinv, mul_eq_one_comm.mp hinv⟩, rfl⟩, ?_⟩
  -- project the coupling vector on the modes
  have hb : star b ᵥ* C = star (Cᴴ *ᵥ b) := by
    rw [star_mulVec, conjTranspose_conjTranspose]
  rw [Matrix.inv_eq_right_inv hinv, ← mulVec_mulVec, ← mulVec_mulVec,
    Matrix.dotProduct_mulVec, hb]
  refine (diagonal_form (fun k => (lam k + ε)⁻¹) _).trans ?_
  simp only [div_eq_inv_mul]

/-- In mode amplitudes `y` the Hylleraas functional separates into one term for each
Koopmans mode. -/
theorem hylleraas_modes {S K C : Matrix n n ℂ} {lam : n → ℝ}
    (h : IsKoopmansBasis S K C lam) (ε : ℝ) (b y : n → ℂ) :
    hylleraas S K ε b (C *ᵥ y) =
      ∑ k, ((lam k + ε) * ‖y k‖ ^ 2 + 2 * (star (y k) * (Cᴴ *ᵥ b) k).re) := by
  have h1 : star (C *ᵥ y) ⬝ᵥ shifted S K ε *ᵥ (C *ᵥ y) =
      star y ⬝ᵥ (Cᴴ * shifted S K ε * C) *ᵥ y := by
    rw [star_mulVec, ← Matrix.dotProduct_mulVec]
    simp only [mulVec_mulVec, Matrix.mul_assoc]
  have h2 : star (C *ᵥ y) ⬝ᵥ b = star y ⬝ᵥ (Cᴴ *ᵥ b) := by
    rw [star_mulVec, ← Matrix.dotProduct_mulVec]
  rw [hylleraas, h1, h2, shifted_diagonal h, diagonal_form (fun k => lam k + ε),
    Complex.ofReal_re, dotProduct, Complex.re_sum, Finset.mul_sum]
  exact Finset.sum_add_distrib.symm

/-- For a Koopmans basis `C` of `S` and `K` with energies `lam`, if every denominator `lam k + ε` is
positive, the minimum of the Hylleraas functional is attained and equals minus the sum of
`|(C*b)_k|² / (lam k + ε)`. -/
theorem hylleraas_isLeast {S K C : Matrix n n ℂ} {lam : n → ℝ}
    (h : IsKoopmansBasis S K C lam) {ε : ℝ} (hε : ∀ k, 0 < lam k + ε) (b : n → ℂ) :
    IsLeast (Set.range (hylleraas S K ε b))
      (-∑ k, ‖(Cᴴ *ᵥ b) k‖ ^ 2 / (lam k + ε)) := by
  -- complete the square in a single mode
  have sq : ∀ (a : ℝ) (y β : ℂ), a ≠ 0 → a * ‖y‖ ^ 2 + 2 * (star y * β).re =
      a * ‖y + ((a⁻¹ : ℝ) : ℂ) * β‖ ^ 2 - ‖β‖ ^ 2 / a := by
    intro a y β ha
    have hac : a * a⁻¹ = 1 := mul_inv_cancel₀ ha
    rw [div_eq_mul_inv]
    generalize a⁻¹ = c at hac ⊢
    simp only [← Complex.normSq_eq_norm_sq, Complex.normSq_apply, Complex.add_re,
      Complex.add_im, Complex.mul_re, Complex.mul_im, Complex.ofReal_re, Complex.ofReal_im,
      Complex.star_def, Complex.conj_re, Complex.conj_im]
    linear_combination (-(2 * (y.re * β.re + y.im * β.im) +
      c * (β.re * β.re + β.im * β.im))) * hac
  constructor
  · refine ⟨C *ᵥ (fun k => -(((lam k + ε)⁻¹ : ℝ) : ℂ) * (Cᴴ *ᵥ b) k), ?_⟩
    rw [hylleraas_modes h, ← Finset.sum_neg_distrib]
    refine Finset.sum_congr rfl fun k _ => ?_
    have h0 : -(((lam k + ε)⁻¹ : ℝ) : ℂ) * (Cᴴ *ᵥ b) k +
        (((lam k + ε)⁻¹ : ℝ) : ℂ) * (Cᴴ *ᵥ b) k = 0 := by ring
    rw [sq _ _ _ (hε k).ne', h0]
    simp
  · rintro _ ⟨x, rfl⟩
    -- every amplitude vector is a combination of the modes
    have hx : C *ᵥ ((Cᴴ * S) *ᵥ x) = x := by
      rw [mulVec_mulVec, mul_eq_one_comm.mp h.orth, one_mulVec]
    rw [← hx, hylleraas_modes h, ← Finset.sum_neg_distrib]
    refine Finset.sum_le_sum fun k _ => ?_
    rw [sq _ _ _ (hε k).ne']
    have := mul_nonneg (hε k).le (sq_nonneg
      ‖((Cᴴ * S) *ᵥ x) k + (((lam k + ε)⁻¹ : ℝ) : ℂ) * (Cᴴ *ᵥ b) k‖)
    linarith

/-- Two overlapping perturbers with an explicit Koopmans basis of energies 1 and 3. -/
theorem isKoopmansBasis_witness :
    IsKoopmansBasis (!![1, 1; 1, 2] : Matrix (Fin 2) (Fin 2) ℂ) !![1, 1; 1, 4]
      !![1, -1; 0, 1] ![1, 3] := by
  constructor
  · ext i j
    fin_cases i <;> fin_cases j <;> simp [Matrix.mul_apply, Fin.sum_univ_succ]
    all_goals norm_num
  · ext i j
    fin_cases i <;> fin_cases j <;> simp [Matrix.mul_apply, Fin.sum_univ_succ]
    all_goals norm_num

end

end NEVPT2Koopmans
```

```lean
#print axioms NEVPT2Koopmans.koopmans_denominators
#print axioms NEVPT2Koopmans.hylleraas_isLeast
```

```
'NEVPT2Koopmans.koopmans_denominators' depends on axioms: [propext, Classical.choice, Quot.sound]
'NEVPT2Koopmans.hylleraas_isLeast' depends on axioms: [propext, Classical.choice, Quot.sound]
```

## What is fixed, and what a code must supply

The finite type `n` labels both perturbers and modes. `S` and `K` are complex matrices, `ᴴ` is the star used above, and `shifted S K ε` is \(K+\varepsilon S\). `IsKoopmansBasis` records the two relations for `C` and `lam`; the type of `lam` makes the energies real.

In `koopmans_denominators`, the hypotheses are `S.PosDef` and `K.IsHermitian`. The basis is chosen before `ε` and `b`, so a single basis works for every admissible shift and every coupling vector. `IsUnit (shifted S K ε)` says that the inverse in the formula is a true inverse. This theorem allows negative denominators. `hylleraas_isLeast` requires positive ones and holds for any Koopmans basis; `IsLeast` means that the value is a lower bound and is attained.

The matrices are given as input. Their construction from reduced density matrices, and the identification of \(K+\varepsilon S\) with \(H_0-E_0\), belong to the physical model. Non-vanishing or positive denominators are assumed: physically, this excludes a perturber mode degenerate with the reference or, in the positive case, one at or below it. A code should therefore inspect \(\lambda_k+\varepsilon\) before dividing.

Linear dependence among perturbers violates the hypothesis on \(S\). A code that discards null or nearly null directions of \(S\) can apply the result to the matrices projected on the retained space, but the effect of the threshold needs its own assessment. Rounding errors and the conditioning of \(S\) also remain questions for numerical analysis.
